# Circular selection rules for 2×2 Raman tensors and the invariance of circular intensities under in-plane rotation

Take the Raman tensor $D=\mathrm{diag}(1,-1)$ and the circular polarisation vectors $s_\pm=(1,\pm i)/\sqrt2$. Then $Ds_+=s_-$ and $Ds_-=s_+$, so circular incident light is scattered entirely into the opposite circular label. Turn the sample by $\theta$ in the plane and the tensor becomes

$$D_\theta=\begin{pmatrix}\cos2\theta&\sin2\theta\\ \sin2\theta&-\cos2\theta\end{pmatrix},\qquad D_\theta s_+=e^{2i\theta}s_-.$$

The rotation has produced only a phase, which an intensity does not record. For every complex $2\times2$ tensor $R$, each amplitude between circular polarisations likewise changes by at most a phase, and the entries of $R$ decide which circular channels are dark.

```lean
import Mathlib

open Matrix

namespace CircularRaman

noncomputable section
```

## Polarisations, amplitudes and rotations

Let $\sigma=\pm1$ label the vector $s_\sigma=(1,\sigma i)/\sqrt2$. In Lean the label has type `ℤˣ`, the invertible integers, which are exactly $1$ and $-1$.

```lean
/-- The circular polarisation vector `(1, σ i)/√2`, with `σ = 1` or `σ = -1`. -/
def circ (σ : ℤˣ) : Fin 2 → ℂ :=
  ![1 / ((√2 : ℝ) : ℂ), ((σ : ℤ) : ℂ) * Complex.I / ((√2 : ℝ) : ℂ)]
```

For incident label $\tau$ and scattered label $\sigma$, the amplitude is $A_{\sigma\tau}=\langle s_\sigma,Rs_\tau\rangle$, with the complex conjugate taken on the scattered vector. In `amp R σ τ` the scattered label therefore comes first. Both labels refer to one fixed axis normal to the plane, and a channel is called conserving when $\tau=\sigma$ and reversing when $\tau=-\sigma$. In backscattering the propagation direction reverses, so equal labels then mean opposite helicities about the respective propagation directions.

```lean
/-- The Raman amplitude `⟨s_σ, R s_τ⟩` for incident polarisation `τ` and scattered
polarisation `σ`. -/
def amp (R : Matrix (Fin 2) (Fin 2) ℂ) (σ τ : ℤˣ) : ℂ :=
  star (circ σ) ⬝ᵥ (R *ᵥ circ τ)
```

The intensity is $|A_{\sigma\tau}|^2$. Frequency and occupation factors are left out, and $R$ describes a single mode.

```lean
/-- The Raman intensity, the squared modulus of the amplitude. -/
def intensity (R : Matrix (Fin 2) (Fin 2) ℂ) (σ τ : ℤˣ) : ℝ :=
  ‖amp R σ τ‖ ^ 2
```

An in-plane rotation by the real angle $\theta$ is

$$Q(\theta)=\begin{pmatrix}\cos\theta&-\sin\theta\\ \sin\theta&\cos\theta\end{pmatrix}.$$

Turning the sample while the light stays fixed replaces $R$ by $Q(\theta)RQ(\theta)^T$.

```lean
/-- The in-plane rotation by the real angle `θ`. -/
def rotation (θ : ℝ) : Matrix (Fin 2) (Fin 2) ℂ :=
  !![((Real.cos θ : ℝ) : ℂ), -((Real.sin θ : ℝ) : ℂ);
     ((Real.sin θ : ℝ) : ℂ), ((Real.cos θ : ℝ) : ℂ)]
```

## The amplitude in Cartesian elements

With indices $0,1$ for $x,y$,

$$A_{\sigma\tau}=\tfrac12\,(1,\,-\sigma i)\cdot\begin{pmatrix}R_{00}+\tau iR_{01}\\ R_{10}+\tau iR_{11}\end{pmatrix}
=\tfrac12\left[R_{00}+\sigma\tau R_{11}+i(\tau R_{01}-\sigma R_{10})\right].$$

In the proof, `h` supplies $(1/\sqrt2)^2=\tfrac12$, and `linear_combination` combines it with $i^2=-1$.

```lean
/-- The circular amplitudes written out in the Cartesian elements of the Raman tensor. -/
theorem amp_eq (R : Matrix (Fin 2) (Fin 2) ℂ) (σ τ : ℤˣ) :
    amp R σ τ = (R 0 0 + ((σ : ℤ) : ℂ) * ((τ : ℤ) : ℂ) * R 1 1
      + Complex.I * (((τ : ℤ) : ℂ) * R 0 1 - ((σ : ℤ) : ℂ) * R 1 0)) / 2 := by
  have h : (((√2 : ℝ) : ℂ)⁻¹) ^ 2 = 1 / 2 := by
    rw [inv_pow, ← Complex.ofReal_pow, Real.sq_sqrt (by norm_num)]
    norm_num
  simp [amp, circ, dotProduct, Matrix.mulVec, Fin.sum_univ_two]
  linear_combination (R 0 0 + ((τ : ℤ) : ℂ) * Complex.I * R 0 1
    - ((σ : ℤ) : ℂ) * Complex.I * R 1 0
    - ((σ : ℤ) : ℂ) * ((τ : ℤ) : ℂ) * Complex.I ^ 2 * R 1 1) * h
    - (((σ : ℤ) : ℂ) * ((τ : ℤ) : ℂ) * R 1 1 / 2) * Complex.I_sq
```

## When the conserving channels are dark

Setting $\tau=\sigma$ gives

$$A_{\sigma\sigma}=\tfrac12\left[\operatorname{tr}R+i\sigma(R_{01}-R_{10})\right].$$

Hence $A_{++}+A_{--}=\operatorname{tr}R$ and $A_{++}-A_{--}=i(R_{01}-R_{10})$. If both amplitudes vanish, the trace is zero and $R_{01}=R_{10}$. Conversely, these two conditions make the bracket zero for either sign.

Symmetric here means $R^T=R$ without complex conjugation, so a complex symmetric tensor qualifies even when it is not Hermitian. In the proof, `ht` and `hs` come from the sum and the difference, and the converse treats the two signs in turn.

```lean
/-- The amplitudes `amp R σ σ` vanish for both labels `σ` exactly when the Raman tensor is symmetric
and traceless. -/
theorem conserving_vanish_iff (R : Matrix (Fin 2) (Fin 2) ℂ) :
    (∀ σ, amp R σ σ = 0) ↔ Rᵀ = R ∧ R.trace = 0 := by
  constructor
  · intro h
    have hp := h 1
    have hm := h (-1)
    simp only [amp_eq, Units.val_one, Units.val_neg, Int.cast_one, Int.cast_neg] at hp hm
    -- the sum gives the trace, the difference the antisymmetric part
    have ht : R 0 0 + R 1 1 = 0 := by linear_combination hp + hm
    have hs : R 0 1 = R 1 0 := by
      linear_combination (-Complex.I) * (hp - hm) + (R 0 1 - R 1 0) * Complex.I_sq
    refine ⟨?_, by rw [Matrix.trace_fin_two]; exact ht⟩
    ext i j
    fin_cases i <;> fin_cases j <;> simp [hs]
  · rintro ⟨hs, ht⟩ σ
    have h01 : R 1 0 = R 0 1 := congrFun (congrFun hs 0) 1
    rw [Matrix.trace_fin_two] at ht
    rw [amp_eq]
    rcases Int.units_eq_one_or σ with rfl | rfl
    · simp only [Units.val_one, Int.cast_one]
      linear_combination ht / 2 - Complex.I / 2 * h01
    · simp only [Units.val_one, Units.val_neg, Int.cast_one, Int.cast_neg]
      linear_combination ht / 2 + Complex.I / 2 * h01
```

Each condition matters. The identity is symmetric but has trace $2$, and its conserving amplitudes are both $1$. The quarter-turn $J=\begin{pmatrix}0&-1\\1&0\end{pmatrix}$ is traceless but not symmetric, and $A_{\sigma\sigma}=-\sigma i$. Nor is one dark conserving channel enough: for $R=\begin{pmatrix}1&i\\-i&1\end{pmatrix}$, $A_{++}=0$ while $A_{--}=2$.

## When the reversing channels are dark

The matrix $J$ is the rotation by a right angle, since $\cos(\pi/2)=0$ and $\sin(\pi/2)=1$.

```lean
/-- The rotation by `π/2` is the quarter-turn matrix. -/
theorem rotation_quarter : rotation (Real.pi / 2) = !![0, -1; 1, 0] := by
  simp only [rotation, Real.cos_pi_div_two, Real.sin_pi_div_two, Complex.ofReal_zero,
    Complex.ofReal_one]
```

For $\tau=-\sigma$,

$$A_{\sigma,-\sigma}=\tfrac12\left[R_{00}-R_{11}-i\sigma(R_{01}+R_{10})\right].$$

The sum of the two reversing amplitudes is $R_{00}-R_{11}$, and the difference $A_{+-}-A_{-+}$ is $-i(R_{01}+R_{10})$. If both amplitudes vanish, then $R_{11}=R_{00}$ and $R_{01}=-R_{10}$, so

$$R=R_{00}\,\mathbb 1+R_{10}\,J.$$

Conversely, any $R=a\mathbb 1+bJ$ with complex $a,b$ has $R_{00}-R_{11}=0$ and $R_{01}+R_{10}=0$. The proof uses exactly these coefficients, `R 0 0` and `R 1 0`, to show that $a$ and $b$ exist.

```lean
/-- The amplitudes `amp R σ (-σ)` vanish for both labels `σ` exactly when the Raman tensor is a
complex combination of the identity and the quarter-turn. -/
theorem reversing_vanish_iff (R : Matrix (Fin 2) (Fin 2) ℂ) :
    (∀ σ, amp R σ (-σ) = 0) ↔
      ∃ a b : ℂ, R = a • (1 : Matrix (Fin 2) (Fin 2) ℂ) + b • rotation (Real.pi / 2) := by
  rw [rotation_quarter]
  constructor
  · intro h
    have hp := h 1
    have hm := h (-1)
    simp only [amp_eq, neg_neg, Units.val_one, Units.val_neg, Int.cast_one,
      Int.cast_neg] at hp hm
    have hd : R 1 1 = R 0 0 := by linear_combination -(hp + hm)
    have hs : R 0 1 = -R 1 0 := by
      linear_combination Complex.I * (hp - hm) + (R 0 1 + R 1 0) * Complex.I_sq
    refine ⟨R 0 0, R 1 0, ?_⟩
    ext i j
    fin_cases i <;> fin_cases j <;> simp [hd, hs]
  · rintro ⟨a, b, h⟩ σ
    have h00 : R 0 0 = a := by simp [h]
    have h01 : R 0 1 = -b := by simp [h]
    have h10 : R 1 0 = b := by simp [h]
    have h11 : R 1 1 = a := by simp [h]
    rw [amp_eq, h00, h01, h10, h11]
    rcases Int.units_eq_one_or σ with rfl | rfl <;>
      simp only [neg_neg, Units.val_one, Units.val_neg, Int.cast_one, Int.cast_neg] <;>
      ring
```

## A rotation becomes a phase

The transpose $Q(\theta)^T$ acts on a circular vector as

$$Q(\theta)^Ts_\sigma=\frac1{\sqrt2}\begin{pmatrix}\cos\theta+\sigma i\sin\theta\\-\sin\theta+\sigma i\cos\theta\end{pmatrix}=e^{i\sigma\theta}s_\sigma.$$

The second component agrees because $\sigma i(\cos\theta+\sigma i\sin\theta)=\sigma i\cos\theta-\sin\theta$, using $\sigma^2=1$. Lean checks the two components separately, with Euler's formula in `e` and $\sigma^2=1$ in `hσ`.

```lean
/-- A circular polarisation vector only acquires a phase under the inverse rotation. -/
theorem rotation_transpose_circ (θ : ℝ) (σ : ℤˣ) :
    (rotation θ)ᵀ *ᵥ circ σ = Complex.exp (((σ : ℤ) : ℂ) * θ * Complex.I) • circ σ := by
  have hσ : ((σ : ℤ) : ℂ) ^ 2 = 1 := by
    rcases Int.units_eq_one_or σ with rfl | rfl <;> simp
  have e : Complex.exp (((σ : ℤ) : ℂ) * θ * Complex.I)
      = ((Real.cos θ : ℝ) : ℂ) + ((σ : ℤ) : ℂ) * ((Real.sin θ : ℝ) : ℂ) * Complex.I := by
    rw [Complex.exp_mul_I, Complex.ofReal_cos, Complex.ofReal_sin]
    rcases Int.units_eq_one_or σ with rfl | rfl <;> simp
  have expand : ∀ (M : Matrix (Fin 2) (Fin 2) ℂ) (v : Fin 2 → ℂ) (i : Fin 2),
      (M *ᵥ v) i = M i 0 * v 0 + M i 1 * v 1 := by
    intro M v i
    simp [Matrix.mulVec, dotProduct, Fin.sum_univ_two]
  refine funext (Fin.forall_fin_two.2 ⟨?_, ?_⟩)
  · rw [expand, Pi.smul_apply, smul_eq_mul, e]
    change ((Real.cos θ : ℝ) : ℂ) * (1 / ((√2 : ℝ) : ℂ))
      + ((Real.sin θ : ℝ) : ℂ) * (((σ : ℤ) : ℂ) * Complex.I / ((√2 : ℝ) : ℂ))
      = _ * (1 / ((√2 : ℝ) : ℂ))
    ring
  · rw [expand, Pi.smul_apply, smul_eq_mul, e]
    change (-((Real.sin θ : ℝ) : ℂ)) * (1 / ((√2 : ℝ) : ℂ))
      + ((Real.cos θ : ℝ) : ℂ) * (((σ : ℤ) : ℂ) * Complex.I / ((√2 : ℝ) : ℂ))
      = _ * (((σ : ℤ) : ℂ) * Complex.I / ((√2 : ℝ) : ℂ))
    linear_combination (-(((Real.sin θ : ℝ) : ℂ) / ((√2 : ℝ) : ℂ))) * Complex.I ^ 2 * hσ
      - (((Real.sin θ : ℝ) : ℂ) / ((√2 : ℝ) : ℂ)) * Complex.I_sq
```

Since $Q(\theta)$ is real, its adjoint is its transpose. Moving the left rotation onto the scattered vector gives

$$\langle s_\sigma,QRQ^Ts_\tau\rangle=\langle Q^Ts_\sigma,RQ^Ts_\tau\rangle=e^{-i\sigma\theta}e^{i\tau\theta}A_{\sigma\tau}=e^{i(\tau-\sigma)\theta}A_{\sigma\tau}.$$

Conserving amplitudes do not change at all, while reversing ones gain $e^{\pm2i\theta}$. In the proof, `hQ` is the statement about the adjoint, `hv` is the conjugated eigenvector equation, and `hexp` combines the phases.

```lean
/-- Rotating the Raman tensor in the plane by `θ` multiplies the amplitude from `τ` to `σ`
by the phase `exp(i(τ - σ)θ)`. -/
theorem amp_rotation (R : Matrix (Fin 2) (Fin 2) ℂ) (θ : ℝ) (σ τ : ℤˣ) :
    amp (rotation θ * R * (rotation θ)ᵀ) σ τ
      = Complex.exp ((((τ : ℤ) : ℂ) - ((σ : ℤ) : ℂ)) * θ * Complex.I) * amp R σ τ := by
  have hQ : ((rotation θ)ᵀ)ᴴ = rotation θ := by
    ext i j
    fin_cases i <;> fin_cases j <;>
      simp [rotation, -Complex.ofReal_cos, -Complex.ofReal_sin]
  have hst : star (Complex.exp (((σ : ℤ) : ℂ) * θ * Complex.I))
      = Complex.exp (-(((σ : ℤ) : ℂ) * θ * Complex.I)) := by
    rw [Complex.star_def, ← Complex.exp_conj]
    simp
  -- the left rotation acts on the scattered polarisation
  have hv := congrArg star (rotation_transpose_circ θ σ)
  rw [Matrix.star_mulVec, hQ, star_smul, hst] at hv
  have hexp : Complex.exp ((((τ : ℤ) : ℂ) - ((σ : ℤ) : ℂ)) * θ * Complex.I)
      = Complex.exp (-(((σ : ℤ) : ℂ) * θ * Complex.I))
        * Complex.exp (((τ : ℤ) : ℂ) * θ * Complex.I) := by
    rw [← Complex.exp_add]
    congr 1
    ring
  unfold amp
  rw [← Matrix.mulVec_mulVec, ← Matrix.mulVec_mulVec, rotation_transpose_circ,
    Matrix.dotProduct_mulVec, hv, Matrix.mulVec_smul, smul_dotProduct, dotProduct_smul,
    smul_eq_mul, smul_eq_mul, hexp]
  ring
```

For real $\theta$ the phase has modulus one, so $|A_{\sigma\tau}|^2$ is unchanged for all four pairs of labels.

```lean
/-- All four circular Raman intensities are unchanged when the Raman tensor is rotated in
the plane. -/
theorem intensity_rotation (R : Matrix (Fin 2) (Fin 2) ℂ) (θ : ℝ) (σ τ : ℤˣ) :
    intensity (rotation θ * R * (rotation θ)ᵀ) σ τ = intensity R σ τ := by
  have h := Complex.norm_exp_ofReal_mul_I ((((τ : ℤ) : ℝ) - ((σ : ℤ) : ℝ)) * θ)
  push_cast at h
  unfold intensity
  rw [amp_rotation, norm_mul, h, one_mul]
```

For polarised Raman measurements on a layer, this means that circular intensities need no in-plane alignment of the sample, provided that the tensor turns with the sample, the light travels along the normal, and the polarisations sent in and detected are circular. Likewise, tensors computed independently for two in-plane orientations of the same layer should give the same circular intensities for a given nondegenerate mode. Rotating a single computed tensor tests nothing about it, because the invariance holds for every $R$.

## Total intensity and the linear contrast

The conserving amplitudes have the form $(u\pm v)/2$ with $u=R_{00}+R_{11}$ and $v=i(R_{01}-R_{10})$, so their intensities sum to $\tfrac12(|u|^2+|v|^2)$. The reversing pair is treated in the same way, and together

$$\begin{aligned}\sum_{\sigma,\tau}|A_{\sigma\tau}|^2=\tfrac12\big(&|R_{00}+R_{11}|^2+|R_{01}-R_{10}|^2\\&+|R_{00}-R_{11}|^2+|R_{01}+R_{10}|^2\big)=\sum_{i,j}|R_{ij}|^2.\end{aligned}$$

The cross terms cancel. Lean verifies the identity by expanding into real and imaginary parts.

```lean
/-- The four circular intensities add up to the sum of the squared moduli of the Cartesian
tensor elements. -/
theorem intensity_sum (R : Matrix (Fin 2) (Fin 2) ℂ) :
    intensity R 1 1 + intensity R (-1) (-1) + intensity R 1 (-1) + intensity R (-1) 1
      = ∑ i, ∑ j, ‖R i j‖ ^ 2 := by
  simp only [intensity, amp_eq, Units.val_one, Units.val_neg, Int.cast_one, Int.cast_neg,
    ← Complex.normSq_eq_norm_sq, Complex.normSq_apply, Fin.sum_univ_two]
  simp
  ring
```

Linear polarisation behaves differently. For the initial example $D$,

$$(QDQ^T)_{00}=\cos^2\theta-\sin^2\theta=\cos2\theta.$$

The co-polarised $xx$ intensity is therefore $\cos^22\theta$, which falls from $1$ to $0$ as the sample turns by $\pi/4$. The theorem states the tensor element itself, and its proof uses the double-angle formula and $\sin^2\theta+\cos^2\theta=1$.

```lean
/-- The `xx` element of the Raman tensor `diag(1, -1)` becomes `cos 2θ` after an in-plane rotation
by `θ`. -/
theorem linear_xx_rotation (θ : ℝ) :
    (rotation θ * (!![1, 0; 0, -1] : Matrix (Fin 2) (Fin 2) ℂ) * (rotation θ)ᵀ :
      Matrix (Fin 2) (Fin 2) ℂ) 0 0 = Complex.cos (2 * (θ : ℂ)) := by
  rw [Complex.cos_two_mul]
  simp [rotation, Matrix.mul_apply, Fin.sum_univ_two]
  linear_combination -(Complex.sin_sq_add_cos_sq (θ : ℂ))

end

end CircularRaman
```

```lean
#print axioms CircularRaman.reversing_vanish_iff
#print axioms CircularRaman.intensity_rotation
#print axioms CircularRaman.intensity_sum
#print axioms CircularRaman.linear_xx_rotation
```

```
'CircularRaman.reversing_vanish_iff' depends on axioms: [propext, Classical.choice, Quot.sound]
'CircularRaman.intensity_rotation' depends on axioms: [propext, Classical.choice, Quot.sound]
'CircularRaman.intensity_sum' depends on axioms: [propext, Classical.choice, Quot.sound]
'CircularRaman.linear_xx_rotation' depends on axioms: [propext, Classical.choice, Quot.sound]
```
